# For a C² potential on the line with integrable Boltzmann-weighted terms, the classical thermal mean of the curvature is the inverse temperature times that of the squared force

For a harmonic potential $V(x)=\tfrac12 kx^2$ with $k>0$, at inverse temperature $b>0$, I can write

$$\frac{d}{dx}\left(kx\,e^{-bkx^2/2}\right)=(k-bk^2x^2)\,e^{-bkx^2/2}.$$

The function in brackets on the left vanishes at both ends of the line, so the right side integrates to zero. After normalisation this says $k=b\langle k^2x^2\rangle$: the curvature is $b$ times the mean squared force.

I have seen the same exchange, $\langle V''\rangle=b\langle (V')^2\rangle$, used for general potentials to turn the curvature form of the Wigner–Kirkwood correction into one that needs only forces. The exchange is an integration by parts, which leaves a boundary term. Does integrability of $e^{-bV}$, $V''e^{-bV}$ and $(V')^2e^{-bV}$ suffice to remove it, and can the whole argument be machine-checked in Lean?

## Integrability removes the boundary term

Yes, for a twice continuously differentiable $V$ on the real line. Write $w=e^{-bV}$ and $\langle f\rangle=\int fw\,dx\,/\int w\,dx$. Since $w'=-bV'w$, the product rule gives

$$(V'w)'=V''w-b(V')^2w.$$

The right side is integrable by hypothesis. So is $V'w$ itself: from $(|V'|-1)^2\ge0$ we get $2|V'|\le1+(V')^2$, hence $|V'|w\le w+(V')^2w$.

Now put $g=V'w$. Because $g'$ is integrable, $g(R)=g(0)+\int_0^R g'\,dx$ has a limit as $R\to\infty$, and likewise as $R\to-\infty$. A non-zero limit would contradict the integrability of $g$, so both limits are zero and $\int g'\,dx=0$. Therefore

$$\int V''w\,dx=b\int (V')^2w\,dx,$$

and division by $\int w\,dx$ gives the identity.

The mean squared force is strictly positive. If $V'$ vanished everywhere, $w$ would be a positive constant, which is not integrable over the line. So $V'$ is non-zero at some point, by continuity also near it, and $\int(V')^2w\,dx>0$.

## The second-order quantum correction in terms of forces

Let $m$ be the particle mass and $l$ the reduced thermal wavelength, $l^2=\hbar^2b/m$. Let $H$ be the Hamiltonian. The local correction of order $\hbar^2$ to the unnormalised position density $\langle x|e^{-bH}|x\rangle$, relative to its classical value, is given below; its classical average is the relative change of the partition function at this order.

$$q(x)=\frac{l^2b}{24}\left(b\,V'(x)^2-2V''(x)\right).$$

Averaging and inserting $b\langle(V')^2\rangle=\langle V''\rangle$ gives

$$\langle q\rangle=-\frac{l^2b}{24}\langle V''\rangle=-\frac{l^2b^2}{24}\langle(V')^2\rangle,$$

which is negative for $b>0$ and $l\neq0$. For one particle in one dimension, this averaged correction can thus be estimated from classical samples of the force, without second derivatives of the potential energy.

As a numerical instance, take the harmonic potential with $k=3$, $b=2$ and $l=1$. Then $\langle x^2\rangle=1/(bk)=1/6$ and $\langle(V')^2\rangle=9/6=3/2$, so $b\langle(V')^2\rangle=3=k$. The curvature form gives $-\tfrac{2}{24}\cdot3=-\tfrac14$, and the force form gives $-\tfrac{4}{24}\cdot\tfrac32=-\tfrac14$.

A periodic potential has no integrable weight on the whole line, but a version for one cell holds. If $V$ has period $L$, then $V'w$ takes the same value at $0$ and $L$, so integrating $(V'w)'$ over the cell again gives zero.

## The Lean file

```lean
import Mathlib

open MeasureTheory

namespace WignerKirkwoodForceForm

noncomputable section

/-- The Boltzmann weight `exp (-b V(x))` of a position `x` at inverse temperature `b`. -/
def boltzmannWeight (b : ℝ) (V : ℝ → ℝ) (x : ℝ) : ℝ := Real.exp (-(b * V x))

/-- The integral of `f` times the Boltzmann weight, divided by the integral of the weight. This is
the Boltzmann average of `f` when both integrands are integrable over the line; otherwise Lean's
conventions give the value 0. -/
def boltzmannAverage (b : ℝ) (V f : ℝ → ℝ) : ℝ :=
  (∫ x, f x * boltzmannWeight b V x) / ∫ x, boltzmannWeight b V x

/-- The local Wigner-Kirkwood correction of second order in `ħ` to the unnormalised position
density, relative to its classical value, for a twice differentiable potential; `l` is the reduced
thermal wavelength, `l² = ħ² b / m`. -/
def wignerKirkwood (b l : ℝ) (V : ℝ → ℝ) (x : ℝ) : ℝ :=
  l ^ 2 * b / 24 * (b * deriv V x ^ 2 - 2 * deriv (deriv V) x)

variable {V : ℝ → ℝ} {b : ℝ}

/-- The slope of a twice continuously differentiable potential is continuously
differentiable. -/
theorem contDiff_slope (hV : ContDiff ℝ 2 V) : ContDiff ℝ 1 (deriv V) := by
  have h : ContDiff ℝ (1 + 1) V := by
    rw [one_add_one_eq_two]
    exact hV
  exact (contDiff_succ_iff_deriv.1 h).2.2

/-- The Boltzmann weight of a twice continuously differentiable potential changes at the
rate `-b V'` times itself. -/
theorem hasDerivAt_weight (hV : ContDiff ℝ 2 V) (b x : ℝ) :
    HasDerivAt (boltzmannWeight b V) (-(b * deriv V x) * boltzmannWeight b V x) x := by
  have h1 := (hV.differentiable (by norm_num) x).hasDerivAt
  have h := ((h1.const_mul b).fun_neg).exp
  exact h.congr_deriv (mul_comm _ _)

/-- For a twice continuously differentiable potential, the derivative of the weighted slope
`V' exp(-bV)` is the weighted curvature minus `b` times the weighted squared force. -/
theorem hasDerivAt_weighted_slope (hV : ContDiff ℝ 2 V) (b x : ℝ) :
    HasDerivAt (fun y => deriv V y * boltzmannWeight b V y)
      (deriv (deriv V) x * boltzmannWeight b V x
        - b * (deriv V x ^ 2 * boltzmannWeight b V x)) x := by
  have h2 := ((contDiff_slope hV).differentiable (by norm_num) x).hasDerivAt
  exact (h2.fun_mul (hasDerivAt_weight hV b x)).congr_deriv (by ring)

/-- If the potential is twice continuously differentiable, and the Boltzmann weight and the
weighted squared force are integrable, then so is the weighted slope. -/
theorem integrable_weighted_slope (hV : ContDiff ℝ 2 V)
    (hw : Integrable (boltzmannWeight b V))
    (hF : Integrable (fun x => deriv V x ^ 2 * boltzmannWeight b V x)) :
    Integrable (fun x => deriv V x * boltzmannWeight b V x) := by
  have hc : Continuous (fun x => deriv V x * boltzmannWeight b V x) :=
    continuous_iff_continuousAt.2 fun x => (hasDerivAt_weighted_slope hV b x).continuousAt
  refine (hw.add hF).mono' hc.aestronglyMeasurable (Filter.Eventually.of_forall fun x => ?_)
  have hpos : 0 < boltzmannWeight b V x := Real.exp_pos _
  -- the elementary bound |V'| ≤ 1 + V'² does the work
  have h : |deriv V x| ≤ 1 + deriv V x ^ 2 := by
    nlinarith [sq_abs (deriv V x), sq_nonneg (|deriv V x| - 1), abs_nonneg (deriv V x)]
  have h' : |deriv V x| * boltzmannWeight b V x
      ≤ boltzmannWeight b V x + deriv V x ^ 2 * boltzmannWeight b V x := by
    nlinarith [mul_le_mul_of_nonneg_right h hpos.le]
  rw [Real.norm_eq_abs, abs_mul, abs_of_pos hpos]
  exact h'

/-- For a twice continuously differentiable potential with integrable Boltzmann weight,
weighted curvature and weighted squared force, the mean curvature is `b` times the mean
squared force. -/
theorem mean_curvature_eq_mean_sq_force (hV : ContDiff ℝ 2 V)
    (hw : Integrable (boltzmannWeight b V))
    (hC : Integrable (fun x => deriv (deriv V) x * boltzmannWeight b V x))
    (hF : Integrable (fun x => deriv V x ^ 2 * boltzmannWeight b V x)) :
    boltzmannAverage b V (deriv (deriv V))
      = b * boltzmannAverage b V (fun x => deriv V x ^ 2) := by
  -- the total derivative integrates to zero over the line
  have h : ∫ x, (deriv (deriv V) x * boltzmannWeight b V x
      - b * (deriv V x ^ 2 * boltzmannWeight b V x)) = 0 :=
    integral_eq_zero_of_hasDerivAt_of_integrable (hasDerivAt_weighted_slope hV b)
      (hC.sub (hF.const_mul b)) (integrable_weighted_slope hV hw hF)
  rw [integral_sub hC (hF.const_mul b), integral_const_mul] at h
  simp only [boltzmannAverage]
  rw [sub_eq_zero.1 h, mul_div_assoc]

/-- For a twice continuously differentiable potential with integrable Boltzmann weight and
weighted squared force, the mean squared force is strictly positive. -/
theorem mean_sq_force_pos (hV : ContDiff ℝ 2 V)
    (hw : Integrable (boltzmannWeight b V))
    (hF : Integrable (fun x => deriv V x ^ 2 * boltzmannWeight b V x)) :
    0 < boltzmannAverage b V (fun x => deriv V x ^ 2) := by
  have hpos : ∀ x, 0 < boltzmannWeight b V x := fun x => Real.exp_pos _
  have hwc : Continuous (boltzmannWeight b V) :=
    continuous_iff_continuousAt.2 fun x => (hasDerivAt_weight hV b x).continuousAt
  -- a force that vanishes everywhere would leave a constant, non-integrable weight
  have hex : ∃ x, deriv V x ≠ 0 := by
    by_contra hno
    have h0 : ∀ x, deriv V x = 0 := fun x => by
      by_contra hx
      exact hno ⟨x, hx⟩
    have e : boltzmannWeight b V = fun _ => Real.exp (-(b * V 0)) := by
      funext x
      simp only [boltzmannWeight]
      rw [is_const_of_deriv_eq_zero (hV.differentiable (by norm_num)) h0 x 0]
    rw [e, integrable_const_iff] at hw
    rcases hw with h | h
    · exact Real.exp_ne_zero _ h
    · have hfin := h.measure_univ_lt_top
      simp at hfin
  obtain ⟨x, hx⟩ := hex
  exact div_pos
    (integral_pos_of_integrable_nonneg_nonzero (x := x)
      (((contDiff_slope hV).continuous.pow 2).mul hwc) hF
      (fun y => mul_nonneg (sq_nonneg _) (hpos y).le)
      (mul_ne_zero (pow_ne_zero 2 hx) (hpos x).ne'))
    (integral_pos_of_integrable_nonneg_nonzero (x := x) hwc hw
      (fun y => (hpos y).le) (hpos x).ne')

/-- For a twice continuously differentiable potential with integrable Boltzmann weight, weighted
curvature and weighted squared force, the averaged Wigner-Kirkwood correction equals `-(l² b / 24)`
times the mean curvature, and also `-(l² b² / 24)` times the mean squared force. -/
theorem wignerKirkwood_average (l : ℝ) (hV : ContDiff ℝ 2 V)
    (hw : Integrable (boltzmannWeight b V))
    (hC : Integrable (fun x => deriv (deriv V) x * boltzmannWeight b V x))
    (hF : Integrable (fun x => deriv V x ^ 2 * boltzmannWeight b V x)) :
    boltzmannAverage b V (wignerKirkwood b l V)
        = -(l ^ 2 * b / 24) * boltzmannAverage b V (deriv (deriv V)) ∧
      boltzmannAverage b V (wignerKirkwood b l V)
        = -(l ^ 2 * b ^ 2 / 24) * boltzmannAverage b V (fun x => deriv V x ^ 2) := by
  have key := mean_curvature_eq_mean_sq_force hV hw hC hF
  -- linearity of the average
  have hlin : boltzmannAverage b V (wignerKirkwood b l V)
      = l ^ 2 * b / 24 * (b * boltzmannAverage b V (fun x => deriv V x ^ 2)
        - 2 * boltzmannAverage b V (deriv (deriv V))) := by
    have e : (fun x => wignerKirkwood b l V x * boltzmannWeight b V x)
        = fun x => l ^ 2 * b / 24 * (b * (deriv V x ^ 2 * boltzmannWeight b V x)
          - 2 * (deriv (deriv V) x * boltzmannWeight b V x)) := by
      funext x
      simp only [wignerKirkwood]
      ring
    simp only [boltzmannAverage]
    rw [e, integral_const_mul, integral_sub (hF.const_mul b) (hC.const_mul 2),
      integral_const_mul, integral_const_mul]
    ring
  constructor
  · rw [hlin]
    linear_combination (-(l ^ 2 * b / 24)) * key
  · rw [hlin, key]
    ring

/-- For a twice continuously differentiable potential with integrable Boltzmann weight, weighted
curvature and weighted squared force, the averaged Wigner-Kirkwood correction is strictly negative
at positive `b` and non-zero `l`. -/
theorem wignerKirkwood_average_neg {l : ℝ} (hb : 0 < b) (hl : l ≠ 0) (hV : ContDiff ℝ 2 V)
    (hw : Integrable (boltzmannWeight b V))
    (hC : Integrable (fun x => deriv (deriv V) x * boltzmannWeight b V x))
    (hF : Integrable (fun x => deriv V x ^ 2 * boltzmannWeight b V x)) :
    boltzmannAverage b V (wignerKirkwood b l V) < 0 := by
  rw [(wignerKirkwood_average l hV hw hC hF).2]
  have h1 : 0 < l ^ 2 * b ^ 2 / 24 := by positivity
  exact mul_neg_of_neg_of_pos (neg_lt_zero.2 h1) (mean_sq_force_pos hV hw hF)

/-- For a twice continuously differentiable potential of period `L`, the weighted curvature
integrated over one cell is `b` times the weighted squared force integrated over the cell. -/
theorem periodic_cell_identity {L : ℝ} (hV : ContDiff ℝ 2 V) (hL : Function.Periodic V L) :
    ∫ x in (0 : ℝ)..L, deriv (deriv V) x * boltzmannWeight b V x
      = b * ∫ x in (0 : ℝ)..L, deriv V x ^ 2 * boltzmannWeight b V x := by
  have hwc : Continuous (boltzmannWeight b V) :=
    continuous_iff_continuousAt.2 fun x => (hasDerivAt_weight hV b x).continuousAt
  have hC : Continuous (fun x => deriv (deriv V) x * boltzmannWeight b V x) :=
    ((contDiff_slope hV).continuous_deriv (by norm_num)).mul hwc
  have hF : Continuous (fun x => b * (deriv V x ^ 2 * boltzmannWeight b V x)) :=
    continuous_const.mul (((contDiff_slope hV).continuous.pow 2).mul hwc)
  have h := intervalIntegral.integral_eq_sub_of_hasDerivAt
    (fun x _ => hasDerivAt_weighted_slope hV b x) ((hC.sub hF).intervalIntegrable 0 L)
  rw [intervalIntegral.integral_sub (hC.intervalIntegrable 0 L) (hF.intervalIntegrable 0 L),
    intervalIntegral.integral_const_mul] at h
  -- slope and weight agree at the two ends of the cell
  have e1 : deriv (fun x => V (x + L)) 0 = deriv V (0 + L) := by
    rw [deriv_comp_add_const]
  rw [show (fun x => V (x + L)) = V from funext hL, zero_add] at e1
  have e2 : V L = V 0 := by simpa using hL 0
  have e3 : boltzmannWeight b V L = boltzmannWeight b V 0 := by
    simp only [boltzmannWeight, e2]
  rw [← e1, e3, sub_self] at h
  exact sub_eq_zero.1 h

end

end WignerKirkwoodForceForm
```

```lean
#print axioms WignerKirkwoodForceForm.mean_curvature_eq_mean_sq_force
#print axioms WignerKirkwoodForceForm.wignerKirkwood_average_neg
#print axioms WignerKirkwoodForceForm.periodic_cell_identity
```

```
'WignerKirkwoodForceForm.mean_curvature_eq_mean_sq_force' depends on axioms: [propext, Classical.choice, Quot.sound]
'WignerKirkwoodForceForm.wignerKirkwood_average_neg' depends on axioms: [propext, Classical.choice, Quot.sound]
'WignerKirkwoodForceForm.periodic_cell_identity' depends on axioms: [propext, Classical.choice, Quot.sound]
```

## What the theorems say about the physics

`boltzmannWeight b V` is $w$, and `boltzmannAverage b V f` is the ratio of integrals $\langle f\rangle$. Slope and curvature are the actual derivatives `deriv V` and `deriv (deriv V)`; the force is $-V'$, whose sign disappears on squaring. `ContDiff ℝ 2 V` says that $V$ is twice continuously differentiable on all of $\mathbb R$, which leaves out hard walls and singular repulsion. The hypotheses `hw`, `hC` and `hF` are the integrability of the weight, the weighted curvature and the weighted squared force. No decay of $V'w$ is assumed.

`mean_curvature_eq_mean_sq_force` is the main identity, for any real $b$ that meets these hypotheses. Positivity of $b$ enters only in `wignerKirkwood_average_neg`, which gives the sign of the correction.

`wignerKirkwood` takes the known second-order expression as a definition; it is not derived here from the quantum density operator, and nothing is said about higher orders. The parameter `l` is a free real number, and its relation to $\hbar$, $m$ and $b$ is the physical reading.

`periodic_cell_identity` compares unnormalised integrals over one cell. It needs no integrability hypotheses, because the integrands are continuous on a bounded interval.

## From the product rule to the averages

`contDiff_slope` shows that $V'$ is continuously differentiable, `hasDerivAt_weight` is the chain rule for $w$, and `hasDerivAt_weighted_slope` combines them into the formula for $(V'w)'$.

`integrable_weighted_slope` is the domination argument. `nlinarith` proves $|V'|\le1+(V')^2$, `mul_le_mul_of_nonneg_right` multiplies it by the positive weight, and `mono'` turns the resulting bound into integrability.

In the main theorem, `integral_eq_zero_of_hasDerivAt_of_integrable` supplies the limit argument for $g$. Then `integral_sub` splits the vanishing integral into its two terms, and the last rewrite puts the resulting equality into the numerator of the average.

`mean_sq_force_pos` rules out a force that is zero everywhere by the constant-weight contradiction. It then uses that a continuous, non-negative, integrable function that is non-zero at one point has a positive integral, once for the numerator and once for the denominator.

In `wignerKirkwood_average`, the step `hlin` is linearity of the average, and the main identity, named `key`, converts the result into each of the two forms. `wignerKirkwood_average_neg` combines the force form with the positive mean squared force.

The periodic proof applies the fundamental theorem of calculus on the cell. It obtains $V'(L)=V'(0)$ by differentiating $V(x+L)=V(x)$ at $x=0$, after which the boundary values cancel.
